# A positive eigenvector of a finite Dirichlet chain is its nondegenerate ground state

## Does a nodeless eigenvector have to be the lowest one?

An eigensolver can hand me an excited state with a perfectly small residual. The residual tells me that \(E\) is close to some eigenvalue, but not to which one. My Hamiltonian is minus the second difference plus a real potential \(V\), on a finite chain with Dirichlet ends. If \(H\varphi=E\varphi\) and every \(\varphi_j\) is positive, I believe that \(E\) is the lowest eigenvalue and nondegenerate, because \(\langle u,(H-E)u\rangle\) is a sum of squares over bonds. Can someone show me the full argument, with a machine-checked proof?

## Yes: the energy above \(E\) is a sum of squares

Number the sites \(0,\dots,m\). The matrix has \(H_{ii}=2+V_i\), \(H_{ij}=-1\) for neighbours, and zeros elsewhere. For real \(u\), put \(r_i=u_i/\varphi_i\) and expand the square:

\[
-\tfrac12\sum_{i,j}H_{ij}\varphi_i\varphi_j(r_i-r_j)^2
=\sum_{i,j}H_{ij}\varphi_i\varphi_j r_ir_j
-\tfrac12\sum_{i,j}H_{ij}\varphi_i\varphi_j(r_i^2+r_j^2).
\]

The first sum on the right is \(\langle u,Hu\rangle\), since \(\varphi_ir_i=u_i\). In the second, the eigenvalue equation gives

\[
\sum_i\varphi_ir_i^2\sum_jH_{ij}\varphi_j=E\sum_i\varphi_i^2r_i^2=E\langle u,u\rangle ,
\]

and the \(r_j^2\) part gives the same by symmetry of \(H\). The right side is therefore \(\langle u,(H-E)u\rangle\).

On the left, diagonal terms vanish because \(r_i-r_i=0\), so \(V\) drops out. Each bond appears twice with \(-H_{ij}=1\), which cancels the factor \(\tfrac12\):

\[
\langle u,(H-E)u\rangle=\sum_{k=0}^{m-1}\varphi_k\varphi_{k+1}\left(\frac{u_{k+1}}{\varphi_{k+1}}-\frac{u_k}{\varphi_k}\right)^2 .
\]

If \(\varphi>0\), every term is nonnegative. The sum vanishes exactly when all ratios are equal, that is, when \(u=c\varphi\). For an eigenvector \(w\neq0\) with energy \(E'\), the left side is \((E'-E)\langle w,w\rangle\). Hence \(E'\ge E\), and \(E'=E\) forces \(w=c\varphi\). With a single site the sum is empty and the conclusion still holds.

### Three sites with numbers

Take \(V=(1,0,1)\) and \(\varphi=(1,2,1)\). Then \(H\varphi=(3-2,\,-1+4-1,\,-2+3)=(1,2,1)\), so \(E=1\). For \(u=(1,1,1)\), \(Hu=(2,0,2)\) and \(\langle u,Hu\rangle-E\langle u,u\rangle=4-3=1\). The two bonds each give \(2\,(1-\tfrac12)^2=\tfrac12\), which also adds up to 1. The normalised energy of \(u\) is \(4/3\), above \(E\).

### What the Lean statements say

`chainH V` is the matrix above, indexed by `Fin (m + 1)`; `*ᵥ` applies it to a vector and `⬝ᵥ` is the real inner product. For a particle of mass \(M\) on a grid of spacing \(a\), the energy unit is \(\hbar^2/(2Ma^2)\). `chainH_mulVec` confirms the Dirichlet condition: the matrix acts as the three-point formula on a lattice function that vanishes just outside both ends. There, site `i` carries the value `w (i + 1)`.

`chain_identity` holds for any real eigenvector \(\varphi\) without a zero entry, whatever its signs; bond `k` joins `k.castSucc` to `k.succ`. Positivity enters in `energy_bound` and in `positive_eigenvector_is_ground_state`, which compares \(E\) with the energy of any nonzero real eigenvector. Complex eigenvectors add nothing new: \(H\) and its eigenvalues are real, so the real and imaginary parts each satisfy the same eigenvalue equation.

A positive eigenvector is assumed, not constructed, for general \(V\). `box_witness` supplies one for \(V=0\) at every length: \(\varphi_j=\sin\frac{(j+1)\pi}{m+2}\), with \(E=2-2\cos\frac{\pi}{m+2}\). The factor \(\sqrt{2/(m+2)}\) normalises it.

For one particle on a finite one-dimensional grid, an exact eigenvector of this matrix is thus the ground state if its entries are all positive. The same holds if they are all negative, since \(-\varphi\) is an eigenvector with the same energy.

```lean
import Mathlib

open Matrix

namespace DirichletChainGroundState

noncomputable section

variable {m : ℕ}

/-- The Hamiltonian `-(second difference) + V` on a chain of `m + 1` sites with Dirichlet ends:
`2 + V i` on the diagonal and `-1` between neighbouring sites. -/
def chainH (V : Fin (m + 1) → ℝ) : Matrix (Fin (m + 1)) (Fin (m + 1)) ℝ :=
  Matrix.of fun i j => (if i = j then 2 + V i else 0)
    - (if (i : ℕ) + 1 = j then 1 else 0) - (if (j : ℕ) + 1 = i then 1 else 0)

/-- On a lattice function `w` that vanishes at the two sites just outside the chain, the
Hamiltonian acts as minus the second difference plus the potential. -/
theorem chainH_mulVec (V : Fin (m + 1) → ℝ) (w : ℕ → ℝ) (h0 : w 0 = 0) (h1 : w (m + 2) = 0)
    (i : Fin (m + 1)) :
    (chainH V *ᵥ fun j => w (j + 1)) i
      = -(w (i + 2) - 2 * w (i + 1) + w i) + V i * w (i + 1) := by
  have hi := i.isLt
  have hd : ∑ j : Fin (m + 1), (if i = j then (2 + V i) * w (j + 1) else 0)
      = (2 + V i) * w (i + 1) := by simp
  -- right neighbour, absent at the right end
  have hr : ∑ j : Fin (m + 1), (if (i : ℕ) + 1 = j then w (j + 1) else 0) = w (i + 2) := by
    refine (Fin.sum_univ_eq_sum_range
      (fun j => if (i : ℕ) + 1 = j then w (j + 1) else 0) (m + 1)).trans ?_
    rw [Finset.sum_ite_eq]
    split_ifs with h
    · rfl
    · have e : (i : ℕ) + 2 = m + 2 := by
        simp only [Finset.mem_range] at h
        omega
      rw [e, h1]
  -- left neighbour, absent at the left end
  have hl : ∑ j : Fin (m + 1), (if (j : ℕ) + 1 = i then w (j + 1) else 0) = w i := by
    rcases Nat.eq_zero_or_pos (i : ℕ) with h | h
    · rw [h, h0]
      exact Finset.sum_eq_zero fun j _ => if_neg (by omega)
    · have e : (i : ℕ) - 1 + 1 = i := by omega
      rw [Finset.sum_eq_single (⟨(i : ℕ) - 1, by omega⟩ : Fin (m + 1))]
      · show (if (i : ℕ) - 1 + 1 = i then w ((i : ℕ) - 1 + 1) else 0) = w i
        rw [e, if_pos rfl]
      · intro j _ hj
        exact if_neg fun hh => hj (Fin.ext (by show (j : ℕ) = (i : ℕ) - 1; omega))
      · intro h'
        exact absurd (Finset.mem_univ _) h'
  have key : (chainH V *ᵥ fun j => w (j + 1)) i
      = ∑ j : Fin (m + 1), (if i = j then (2 + V i) * w (j + 1) else 0)
        - ∑ j : Fin (m + 1), (if (i : ℕ) + 1 = j then w (j + 1) else 0)
        - ∑ j : Fin (m + 1), (if (j : ℕ) + 1 = i then w (j + 1) else 0) := by
    simp only [Matrix.mulVec, dotProduct, ← Finset.sum_sub_distrib]
    refine Finset.sum_congr rfl fun j _ => ?_
    simp only [chainH, Matrix.of_apply]
    split_ifs <;> ring
  rw [key, hd, hr, hl]
  ring

/-- For a real symmetric matrix `H` and an eigenvector `φ` with eigenvalue `E` and no zero entry,
the energy form measured from `E` is a weighted sum of squared differences of `u / φ` over pairs of
sites. -/
theorem symmetric_identity {ι : Type*} [Fintype ι] {H : Matrix ι ι ℝ} (hS : H.IsSymm)
    {φ : ι → ℝ} {E : ℝ} (h : H *ᵥ φ = E • φ) (hφ : ∀ i, φ i ≠ 0) (u : ι → ℝ) :
    u ⬝ᵥ (H *ᵥ u - E • u)
      = 1 / 2 * ∑ i, ∑ j, -H i j * (φ i * φ j * (u i / φ i - u j / φ j) ^ 2) := by
  have hrow : ∀ i, ∑ j, H i j * φ j = E * φ i := fun i => congrFun h i
  -- the square terms are summed with the eigenvalue equation
  have h1 : ∑ i, ∑ j, H i j * (φ i * φ j * (u i / φ i) ^ 2) = E * (u ⬝ᵥ u) := by
    rw [dotProduct, Finset.mul_sum]
    refine Finset.sum_congr rfl fun i _ => ?_
    have hi := hφ i
    calc ∑ j, H i j * (φ i * φ j * (u i / φ i) ^ 2)
        = (φ i * (u i / φ i) ^ 2) * ∑ j, H i j * φ j := by
          rw [Finset.mul_sum]
          exact Finset.sum_congr rfl fun j _ => by ring
      _ = E * (u i * u i) := by
          rw [hrow]
          field_simp
  have h2 : ∑ i, ∑ j, H i j * (φ i * φ j * (u j / φ j) ^ 2) = E * (u ⬝ᵥ u) := by
    rw [Finset.sum_comm, ← h1]
    refine Finset.sum_congr rfl fun i _ => Finset.sum_congr rfl fun j _ => ?_
    rw [hS.apply i j]
    ring
  -- the cross terms give the quadratic form `⟨u, H u⟩`
  have h3 : ∑ i, ∑ j, H i j * (φ i * φ j * (u i / φ i * (u j / φ j))) = u ⬝ᵥ (H *ᵥ u) := by
    simp only [dotProduct, Matrix.mulVec, Finset.mul_sum]
    refine Finset.sum_congr rfl fun i _ => Finset.sum_congr rfl fun j _ => ?_
    have hi := hφ i
    have hj := hφ j
    field_simp
  have h4 : ∑ i, ∑ j, -H i j * (φ i * φ j * (u i / φ i - u j / φ j) ^ 2)
      = 2 * ∑ i, ∑ j, H i j * (φ i * φ j * (u i / φ i * (u j / φ j)))
        - ∑ i, ∑ j, H i j * (φ i * φ j * (u i / φ i) ^ 2)
        - ∑ i, ∑ j, H i j * (φ i * φ j * (u j / φ j) ^ 2) := by
    simp only [Finset.mul_sum, ← Finset.sum_sub_distrib]
    exact Finset.sum_congr rfl fun i _ => Finset.sum_congr rfl fun j _ => by ring
  rw [h4, h1, h2, h3, dotProduct_sub, dotProduct_smul, smul_eq_mul]
  ring

/-- A double sum restricted to pairs (site, right neighbour) is a sum over the `m` bonds. -/
theorem bond_sum (f : Fin (m + 1) → Fin (m + 1) → ℝ) :
    ∑ i : Fin (m + 1), ∑ j : Fin (m + 1), (if (i : ℕ) + 1 = j then f i j else 0)
      = ∑ k : Fin m, f k.castSucc k.succ := by
  rw [Fin.sum_univ_castSucc]
  have hlast : ∑ j : Fin (m + 1),
      (if ((Fin.last m : Fin (m + 1)) : ℕ) + 1 = j then f (Fin.last m) j else 0) = 0 :=
    Finset.sum_eq_zero fun j _ => if_neg (by
      have := j.isLt
      rw [Fin.val_last]
      omega)
  rw [hlast, add_zero]
  refine Finset.sum_congr rfl fun k _ => ?_
  rw [Finset.sum_eq_single k.succ]
  · exact if_pos rfl
  · intro j _ hj
    exact if_neg fun hh => hj (Fin.ext hh.symm)
  · intro h'
    exact absurd (Finset.mem_univ _) h'

/-- If `φ` is an eigenvector of the chain with energy `E` and no zero entry, then `⟨u, (H - E) u⟩`
is the sum over bonds of `φ_j φ_{j+1} (u_{j+1}/φ_{j+1} - u_j/φ_j)²`. -/
theorem chain_identity {V φ : Fin (m + 1) → ℝ} {E : ℝ} (h : chainH V *ᵥ φ = E • φ)
    (hφ : ∀ j, φ j ≠ 0) (u : Fin (m + 1) → ℝ) :
    u ⬝ᵥ (chainH V *ᵥ u - E • u) = ∑ k : Fin m, φ k.castSucc * φ k.succ *
      (u k.succ / φ k.succ - u k.castSucc / φ k.castSucc) ^ 2 := by
  have hS : (chainH V).IsSymm := by
    refine Matrix.IsSymm.ext fun i j => ?_
    by_cases hij : i = j
    · rw [hij]
    · simp only [chainH, Matrix.of_apply, if_neg hij, if_neg (Ne.symm hij)]
      ring
  obtain ⟨g, hg⟩ : ∃ g : Fin (m + 1) → Fin (m + 1) → ℝ,
      ∀ i j, g i j = φ i * φ j * (u i / φ i - u j / φ j) ^ 2 :=
    ⟨fun i j => φ i * φ j * (u i / φ i - u j / φ j) ^ 2, fun _ _ => rfl⟩
  have e2 : ∑ i : Fin (m + 1), ∑ j : Fin (m + 1), (if (j : ℕ) + 1 = i then g i j else 0)
      = ∑ k : Fin m, g k.succ k.castSucc := by
    rw [Finset.sum_comm]
    exact bond_sum fun i j => g j i
  -- only neighbouring sites contribute, each bond twice
  have e : ∑ i, ∑ j, -chainH V i j * g i j
      = ∑ i : Fin (m + 1), ∑ j : Fin (m + 1), (if (i : ℕ) + 1 = j then g i j else 0)
        + ∑ i : Fin (m + 1), ∑ j : Fin (m + 1), (if (j : ℕ) + 1 = i then g i j else 0) := by
    simp only [← Finset.sum_add_distrib]
    refine Finset.sum_congr rfl fun i _ => Finset.sum_congr rfl fun j _ => ?_
    by_cases hij : i = j
    · have hz : g i j = 0 := by rw [hg, hij, sub_self]; ring
      simp [hz]
    · simp only [chainH, Matrix.of_apply, if_neg hij]
      split_ifs <;> ring
  rw [symmetric_identity hS h hφ u]
  simp only [← hg]
  rw [e, bond_sum g, e2, ← Finset.sum_add_distrib, Finset.mul_sum]
  refine Finset.sum_congr rfl fun k _ => ?_
  rw [hg, hg]
  ring

/-- If `φ` is an everywhere positive eigenvector with energy `E`, then `⟨u, H u⟩ ≥ E ⟨u, u⟩` for
every real `u`, with equality exactly for the multiples of `φ`. -/
theorem energy_bound {V φ : Fin (m + 1) → ℝ} {E : ℝ} (h : chainH V *ᵥ φ = E • φ)
    (hφ : ∀ j, 0 < φ j) (u : Fin (m + 1) → ℝ) :
    E * (u ⬝ᵥ u) ≤ u ⬝ᵥ (chainH V *ᵥ u) ∧
      (u ⬝ᵥ (chainH V *ᵥ u) = E * (u ⬝ᵥ u) ↔ ∃ c : ℝ, u = c • φ) := by
  have id := chain_identity h (fun j => (hφ j).ne') u
  rw [dotProduct_sub, dotProduct_smul, smul_eq_mul] at id
  have hn : ∀ k : Fin m, 0 ≤ φ k.castSucc * φ k.succ *
      (u k.succ / φ k.succ - u k.castSucc / φ k.castSucc) ^ 2 :=
    fun k => mul_nonneg (mul_pos (hφ _) (hφ _)).le (sq_nonneg _)
  constructor
  · rw [← sub_nonneg, id]
    exact Finset.sum_nonneg fun k _ => hn k
  · rw [← sub_eq_zero, id, Finset.sum_eq_zero_iff_of_nonneg (fun k _ => hn k)]
    constructor
    · intro hz
      have step : ∀ k : Fin m, u k.succ / φ k.succ = u k.castSucc / φ k.castSucc := fun k =>
        sub_eq_zero.mp ((pow_eq_zero_iff two_ne_zero).mp
          ((mul_eq_zero.mp (hz k (Finset.mem_univ k))).resolve_left
            (mul_pos (hφ _) (hφ _)).ne'))
      -- the ratio `u / φ` is carried along the chain
      have all : ∀ j, u j / φ j = u 0 / φ 0 := by
        intro j
        induction j using Fin.induction with
        | zero => rfl
        | succ k ih => rw [step k, ih]
      exact ⟨u 0 / φ 0, funext fun j => (div_eq_iff (hφ j).ne').mp (all j)⟩
    · rintro ⟨c, hc⟩ k _
      have ratio : ∀ j, u j / φ j = c := fun j =>
        (div_eq_iff (hφ j).ne').mpr (congrFun hc j)
      rw [ratio, ratio, sub_self]
      ring

/-- The energy `E` of an everywhere positive eigenvector `φ` is the lowest eigenvalue of the chain,
and it is nondegenerate: every eigenvector with energy `E` is a multiple of `φ`. -/
theorem positive_eigenvector_is_ground_state {V φ : Fin (m + 1) → ℝ} {E : ℝ}
    (h : chainH V *ᵥ φ = E • φ) (hφ : ∀ j, 0 < φ j) {w : Fin (m + 1) → ℝ} {E' : ℝ}
    (hw : chainH V *ᵥ w = E' • w) (hw0 : w ≠ 0) :
    E ≤ E' ∧ (E' = E → ∃ c : ℝ, w = c • φ) := by
  obtain ⟨i, hi⟩ := Function.ne_iff.mp hw0
  have hpos : 0 < w ⬝ᵥ w :=
    Finset.sum_pos' (fun j _ => mul_self_nonneg (w j))
      ⟨i, Finset.mem_univ i, mul_self_pos.mpr hi⟩
  obtain ⟨hle, heq⟩ := energy_bound h hφ w
  rw [hw, dotProduct_smul, smul_eq_mul] at hle heq
  exact ⟨le_of_mul_le_mul_right hle hpos, fun hE => heq.mp (by rw [hE])⟩

/-- Two everywhere positive eigenvectors of the same chain have the same energy. -/
theorem positive_eigenvectors_same_energy {V φ ψ : Fin (m + 1) → ℝ} {E E' : ℝ}
    (h : chainH V *ᵥ φ = E • φ) (hφ : ∀ j, 0 < φ j)
    (h' : chainH V *ᵥ ψ = E' • ψ) (hψ : ∀ j, 0 < ψ j) : E = E' :=
  le_antisymm
    (positive_eigenvector_is_ground_state h hφ h' fun h0 => (hψ 0).ne' (congrFun h0 0)).1
    (positive_eigenvector_is_ground_state h' hψ h fun h0 => (hφ 0).ne' (congrFun h0 0)).1

/-- The half sine wave `sin (k π / (m + 2))` on the lattice. -/
def boxMode (m k : ℕ) : ℝ := Real.sin (k * (Real.pi / (m + 2)))

/-- Particle in a box: for `V = 0` the half sine wave is positive on all `m + 1` sites and is an
eigenvector with energy `2 - 2 cos (π / (m + 2))`. -/
theorem box_witness (m : ℕ) :
    (∀ j : Fin (m + 1), 0 < boxMode m (j + 1)) ∧
      chainH (0 : Fin (m + 1) → ℝ) *ᵥ (fun j => boxMode m (j + 1))
        = (2 - 2 * Real.cos (Real.pi / (m + 2))) • fun j : Fin (m + 1) => boxMode m (j + 1) := by
  have hm : (0 : ℝ) < m + 2 := by positivity
  constructor
  · intro j
    have hj : (((j : ℕ) + 1 : ℕ) : ℝ) < m + 2 := by
      have := j.isLt
      exact_mod_cast (by omega : (j : ℕ) + 1 < m + 2)
    refine Real.sin_pos_of_pos_of_lt_pi (by positivity) ?_
    rw [← mul_div_assoc, div_lt_iff₀ hm]
    nlinarith [mul_lt_mul_of_pos_right hj Real.pi_pos]
  · have h0 : boxMode m 0 = 0 := by simp [boxMode]
    have h1 : boxMode m (m + 2) = 0 := by
      have e : ((m + 2 : ℕ) : ℝ) * (Real.pi / (m + 2)) = Real.pi := by
        push_cast
        field_simp
      rw [boxMode, e, Real.sin_pi]
    ext i
    rw [chainH_mulVec 0 (boxMode m) h0 h1 i]
    simp only [Pi.smul_apply, smul_eq_mul, Pi.zero_apply, boxMode]
    -- addition theorem for the two neighbours
    have a : (((i : ℕ) + 2 : ℕ) : ℝ) * (Real.pi / (m + 2))
        = (((i : ℕ) + 1 : ℕ) : ℝ) * (Real.pi / (m + 2)) + Real.pi / (m + 2) := by
      push_cast
      ring
    have b : ((i : ℕ) : ℝ) * (Real.pi / (m + 2))
        = (((i : ℕ) + 1 : ℕ) : ℝ) * (Real.pi / (m + 2)) - Real.pi / (m + 2) := by
      push_cast
      ring
    rw [a, b, Real.sin_add, Real.sin_sub]
    ring

end

end DirichletChainGroundState
```

```lean
#print axioms DirichletChainGroundState.positive_eigenvector_is_ground_state
-- 'DirichletChainGroundState.positive_eigenvector_is_ground_state' depends on axioms: [propext, Classical.choice, Quot.sound]
#print axioms DirichletChainGroundState.positive_eigenvectors_same_energy
-- 'DirichletChainGroundState.positive_eigenvectors_same_energy' depends on axioms: [propext, Classical.choice, Quot.sound]
```

### From the matrix identity to the spectrum

`symmetric_identity` is the expansion for any real symmetric matrix. Its `h1` and `h2` evaluate the two square sums, `h3` the cross term, and `h4` expands the square. `bond_sum` reduces a double sum over right neighbours to the bonds, and `chain_identity` uses it once for each orientation.

In `energy_bound`, a vanishing sum of nonnegative terms makes each term zero, and `Fin.induction` carries the ratio \(u_0/\varphi_0\) from site to site. The proof of `positive_eigenvector_is_ground_state` inserts the eigenvector \(w\) for \(u\) and divides by \(\langle w,w\rangle>0\). Applying it in both directions gives `positive_eigenvectors_same_energy`. For the box, the addition theorems for the sine combine the two neighbours of each site.
